# The second derivative of x/(exp x − 1), an inelastic tunnelling line shape, is even and positive for x ≠ 0

Take one tunnelling channel in which an electron must give energy w to a single vibration. At zero temperature no inelastic current flows while eV < w. Above threshold the current is A(eV − w), so the conductance dI/dV jumps by Ae and d²I/dV² is a spike of zero width. At temperature T the electrodes' Fermi edges are smeared. With A constant, and with reverse tunnelling and absorption left out, the current becomes

I(V) = A(eV − w) / (1 − exp(−(eV − w)/kT)).

The spike becomes a peak of finite width. With F(x) = x/(exp x − 1), its shape for x ≠ 0 is

F″(x) = L(x) = exp(x)((x − 2)exp(x) + x + 2)/(exp(x) − 1)³,

where x = (eV − w)/kT. Moreover L(−x) = L(x) and L(x) > 0.

## From the thermal factor to the peak

Write E = exp x. The quotient rule gives

F′ = (E − 1 − xE)/(E − 1)².

The numerator of F′ has derivative −xE. Differentiating again and cancelling one factor E − 1,

F″ = [−xE(E − 1) − 2E(E − 1 − xE)]/(E − 1)³ = E[(x − 2)E + x + 2]/(E − 1)³.

For evenness, replace E by 1/E and x by −x, then multiply numerator and denominator by E³:

L(−x) = −E[(x − 2)E + x + 2] / (−(E − 1)³) = L(x).

For positivity, let b(x) = (x − 2)E + x + 2. Then b(0) = 0 and b′(x) = (x − 1)E + 1. For x > 0, multiplying exp(−x) > 1 − x by E gives b′(x) > 0, so b(x) > 0 and L(x) > 0. Evenness covers x < 0.

With u = −(eV − w)/kT the current is I = A·kT·F(u). Since du/dV = −e/kT, the chain rule and evenness give

d²I/dV² = (Ae²/kT) L((eV − w)/kT).

Finally, F(−x) = F(x) + x, and differentiating gives F′(x) + F′(−x) = −1. As x → −∞, both E and xE vanish, so F′ → −1; hence F′ → 0 as x → +∞. Because dI/dV = −Ae F′(u), the conductance step has height Ae at any temperature.

## One mode at 100 meV

Let w = 100 meV, kT = 5 meV and eV = 105 meV, so x = 1. Then E ≈ 2.7183, b = 3 − E ≈ 0.2817, and

L(1) ≈ 2.7183 × 0.2817 / 1.7183³ ≈ 0.151.

At eV = 95 meV the value is the same. In a simulated spectrum of a molecular junction, a vibrational calculation supplies energies w_j and the electron–vibration coupling supplies strengths A_j. For independent channels of this form, the inelastic part of d²I/dV² at each voltage is the sum of (A_j e²/kT) L((eV − w_j)/kT) over the modes.

## Definitions in Lean

```lean
import Mathlib

open Filter Topology

namespace InelasticTunnellingLineShape

noncomputable section
```

The three functions F, F′ and L are written out as explicit real formulas.

```lean
/-- The thermal factor `x / (exp x - 1)`, for `x ≠ 0`. -/
def thermalFactor (x : ℝ) : ℝ := x / (Real.exp x - 1)

/-- The closed form of the slope of the thermal factor, for `x ≠ 0`. -/
def thermalSlope (x : ℝ) : ℝ :=
  (Real.exp x - 1 - x * Real.exp x) / (Real.exp x - 1) ^ 2

/-- The thermal line shape of an inelastic tunnelling peak, for `x ≠ 0`, where `x` is the bias
energy minus the threshold energy, in units of `kT`. -/
def lineShape (x : ℝ) : ℝ :=
  Real.exp x * ((x - 2) * Real.exp x + x + 2) / (Real.exp x - 1) ^ 3
```

In the current, `w` is the threshold often written ħω, `e` is the charge, and `kT` is a single real variable. At zero offset Lean's division returns 0 for these quotients, whereas L has the limit 1/6 there; the derivative theorems therefore exclude that point.

```lean
/-- The current through an inelastic channel of threshold energy `w` and strength `A`, at bias `V`,
charge `e` and thermal energy `kT`, for `0 < kT` and `e V ≠ w`. -/
def inelasticCurrent (A e kT w V : ℝ) : ℝ :=
  A * (e * V - w) / (1 - Real.exp (-(e * V - w) / kT))
```

This current is assumed, not derived from a junction Hamiltonian. It stands for forward tunnelling with emission of one quantum, at constant strength `A`; reverse tunnelling, absorption and instrumental broadening are left out.

## Derivatives, symmetry and sign

The first lemma keeps the denominators nonzero. The next two are the successive quotient rules.

```lean
/-- The denominator `exp x - 1` does not vanish away from `x = 0`. -/
theorem exp_sub_one_ne_zero {x : ℝ} (hx : x ≠ 0) : Real.exp x - 1 ≠ 0 := by
  simpa [sub_eq_zero] using hx

/-- Away from `x = 0` the thermal factor is differentiable, with slope `thermalSlope`. -/
theorem hasDerivAt_thermalFactor {x : ℝ} (hx : x ≠ 0) :
    HasDerivAt thermalFactor (thermalSlope x) x := by
  have h := (hasDerivAt_id' x).fun_div ((Real.hasDerivAt_exp x).sub_const 1)
    (exp_sub_one_ne_zero hx)
  exact h.congr_deriv (by simp only [thermalSlope, one_mul])

/-- Away from `x = 0` the derivative of the slope is the thermal line shape. -/
theorem hasDerivAt_thermalSlope {x : ℝ} (hx : x ≠ 0) :
    HasDerivAt thermalSlope (lineShape x) x := by
  have h0 := exp_sub_one_ne_zero hx
  have hE := (Real.hasDerivAt_exp x).sub_const 1
  have hn := hE.fun_sub ((hasDerivAt_id' x).fun_mul (Real.hasDerivAt_exp x))
  have h := hn.fun_div (hE.fun_pow 2) (pow_ne_zero 2 h0)
  refine h.congr_deriv ?_
  -- one factor `exp x - 1` cancels from the quotient rule
  rw [lineShape, div_eq_div_iff (pow_ne_zero 2 (pow_ne_zero 2 h0)) (pow_ne_zero 3 h0)]
  norm_num
  ring
```

Evenness is proved by cross-multiplying and substituting `Real.exp_neg`.

```lean
/-- The thermal line shape is even in the voltage offset. -/
theorem lineShape_even (x : ℝ) : lineShape (-x) = lineShape x := by
  by_cases hx : x = 0
  · simp [hx]
  have h1 := exp_sub_one_ne_zero hx
  have h2 := exp_sub_one_ne_zero (neg_ne_zero.mpr hx)
  have hE := Real.exp_ne_zero x
  rw [lineShape, lineShape, div_eq_div_iff (pow_ne_zero 3 h2) (pow_ne_zero 3 h1),
    Real.exp_neg]
  field_simp
  ring
```

For the bracket b, `hd` computes b′, and `hmono` turns its positivity into strict growth from b(0) = 0.

```lean
/-- The bracket in the numerator of the line shape is positive for positive offset. -/
theorem bracket_pos {x : ℝ} (hx : 0 < x) : 0 < (x - 2) * Real.exp x + x + 2 := by
  have hd : ∀ y : ℝ, HasDerivAt (fun y : ℝ => (y - 2) * Real.exp y + y + 2)
      ((y - 1) * Real.exp y + 1) y := by
    intro y
    have h := ((((hasDerivAt_id' y).sub_const 2).fun_mul
      (Real.hasDerivAt_exp y)).fun_add (hasDerivAt_id' y)).add_const 2
    exact h.congr_deriv (by ring)
  have hmono : StrictMonoOn (fun y : ℝ => (y - 2) * Real.exp y + y + 2) (Set.Ici 0) := by
    apply strictMonoOn_of_deriv_pos (convex_Ici 0)
    · exact fun y _ => (hd y).continuousAt.continuousWithinAt
    · intro y hy
      rw [interior_Ici] at hy
      have hy0 : 0 < y := hy
      rw [(hd y).deriv]
      -- the slope is positive because `1 - y < exp (-y)`
      have h1 := Real.add_one_lt_exp (neg_ne_zero.mpr hy0.ne')
      have h2 := mul_lt_mul_of_pos_right h1 (Real.exp_pos y)
      rw [← Real.exp_add, neg_add_cancel, Real.exp_zero] at h2
      linarith
  have h := hmono (Set.mem_Ici.mpr le_rfl) (Set.mem_Ici.mpr hx.le) hx
  norm_num at h
  exact h

/-- The thermal line shape is strictly positive at every nonzero offset. -/
theorem lineShape_pos {x : ℝ} (hx : x ≠ 0) : 0 < lineShape x := by
  have key : ∀ y : ℝ, 0 < y → 0 < lineShape y := by
    intro y hy
    have h1 : 0 < Real.exp y - 1 := by linarith [Real.add_one_lt_exp hy.ne']
    exact div_pos (mul_pos (Real.exp_pos y) (bracket_pos hy)) (pow_pos h1 3)
  rcases lt_or_gt_of_ne hx with h | h
  · rw [← lineShape_even]
    exact key (-x) (neg_pos.mpr h)
  · exact key x h
```

The main theorem joins the three claims. To differentiate twice, one needs F′ to agree with `thermalSlope` near x, not only at x; this holds because x ≠ 0 is an open condition.

```lean
/-- For `x ≠ 0` the second derivative of `x / (exp x - 1)` is the thermal line shape, which
takes the same value at `-x` and is strictly positive. -/
theorem second_deriv_thermalFactor {x : ℝ} (hx : x ≠ 0) :
    deriv (deriv thermalFactor) x = lineShape x ∧
      lineShape (-x) = lineShape x ∧ 0 < lineShape x := by
  refine ⟨?_, lineShape_even x, lineShape_pos hx⟩
  have h : deriv thermalFactor =ᶠ[𝓝 x] thermalSlope := by
    filter_upwards [isOpen_ne.mem_nhds hx] with y hy
    exact (hasDerivAt_thermalFactor hy).deriv
  rw [h.deriv_eq, (hasDerivAt_thermalSlope hx).deriv]
```

## The peak in physical units

For `0 < kT` and `e * V ≠ w`, the result is the peak formula above. `A` and `e` may be any reals, so the peak is positive when A > 0 and e ≠ 0. In the proof, `hI` rewrites the current as a rescaled F, `hu` gives du/dV, and `lineShape_even` removes the sign of u.

```lean
/-- At positive temperature and away from threshold, the second voltage derivative of the
inelastic current is `A e² / kT` times the line shape at offset `(e V - w) / kT`. -/
theorem second_deriv_inelasticCurrent (A e w : ℝ) {kT V : ℝ} (hT : 0 < kT)
    (hV : e * V ≠ w) :
    deriv (deriv (inelasticCurrent A e kT w)) V =
      A * e ^ 2 / kT * lineShape ((e * V - w) / kT) := by
  have hk : kT ≠ 0 := hT.ne'
  -- the current is a rescaled thermal factor
  have hI : inelasticCurrent A e kT w =
      fun y => A * kT * thermalFactor (-(e * y - w) / kT) := by
    funext y
    have h1 : kT * (-(e * y - w) / kT) = -(e * y - w) := mul_div_cancel₀ _ hk |> fun _ => by
      field_simp
    rw [inelasticCurrent, thermalFactor, mul_assoc, ← mul_div_assoc kT, h1,
      ← neg_sub (Real.exp (-(e * y - w) / kT)) 1, div_neg]
    ring
  have hu : ∀ y : ℝ, HasDerivAt (fun y : ℝ => -(e * y - w) / kT) (-e / kT) y := by
    intro y
    have h := (((hasDerivAt_id' y).const_mul e).sub_const w).fun_neg.div_const kT
    exact h.congr_deriv (by ring)
  have hne : ∀ y : ℝ, e * y ≠ w → -(e * y - w) / kT ≠ 0 := fun y hy =>
    div_ne_zero (neg_ne_zero.mpr (sub_ne_zero.mpr hy)) hk
  have hev : ∀ᶠ y in 𝓝 V, e * y ≠ w :=
    (by fun_prop : ContinuousAt (fun y : ℝ => e * y) V).eventually_ne hV
  have h1 : deriv (inelasticCurrent A e kT w) =ᶠ[𝓝 V]
      fun y => A * kT * (-e / kT) * thermalSlope (-(e * y - w) / kT) := by
    filter_upwards [hev] with y hy
    have h := ((hasDerivAt_thermalFactor (hne y hy)).comp y (hu y)).const_mul (A * kT)
    rw [hI]
    exact (h.congr_deriv (by ring)).deriv
  have h2 := ((hasDerivAt_thermalSlope (hne V hV)).comp V (hu V)).const_mul
    (A * kT * (-e / kT))
  rw [h1.deriv_eq]
  refine h2.deriv.trans ?_
  -- evenness removes the sign of the offset
  rw [neg_div kT (e * V - w), lineShape_even]
  field_simp
```

## The slopes behind the conductance step

The reflection identity is checked by direct algebra. The limit at −∞ uses xE → 0, and reflection then supplies the limit at +∞.

```lean
/-- At nonzero offset the slopes of the thermal factor at `x` and `-x` add up to `-1`. -/
theorem thermalSlope_add_neg {x : ℝ} (hx : x ≠ 0) :
    thermalSlope x + thermalSlope (-x) = -1 := by
  have h1 := exp_sub_one_ne_zero hx
  have h2 := exp_sub_one_ne_zero (neg_ne_zero.mpr hx)
  have hE := Real.exp_ne_zero x
  have h : thermalSlope (-x) =
      Real.exp x * (1 - Real.exp x + x) / (Real.exp x - 1) ^ 2 := by
    rw [thermalSlope, div_eq_div_iff (pow_ne_zero 2 h2) (pow_ne_zero 2 h1), Real.exp_neg]
    field_simp
    ring
  rw [h, thermalSlope, ← add_div, div_eq_iff (pow_ne_zero 2 h1)]
  ring

/-- The slope of the thermal factor tends to `-1` far below zero offset and to `0` far
above it. -/
theorem thermalSlope_limits :
    Tendsto thermalSlope atBot (𝓝 (-1)) ∧ Tendsto thermalSlope atTop (𝓝 0) := by
  have hbot : Tendsto thermalSlope atBot (𝓝 (-1)) := by
    have hE := Real.tendsto_exp_atBot
    have hxE : Tendsto (fun x : ℝ => x * Real.exp x) atBot (𝓝 0) := by
      have h := ((Real.tendsto_pow_mul_exp_neg_atTop_nhds_zero 1).comp
        tendsto_neg_atBot_atTop).neg
      simpa [Function.comp_def] using h
    have h := ((hE.sub_const 1).sub hxE).div ((hE.sub_const 1).pow 2) (by norm_num)
    have key : ((0 : ℝ) - 1 - 0) / (0 - 1) ^ 2 = -1 := by norm_num
    rw [key] at h
    exact h
  refine ⟨hbot, ?_⟩
  -- the upper limit follows from the lower one by reflection
  have h := (hbot.comp tendsto_neg_atTop_atBot).const_sub (-1)
  rw [sub_self] at h
  refine h.congr' ?_
  filter_upwards [eventually_gt_atTop (0 : ℝ)] with x hx
  have := thermalSlope_add_neg hx.ne'
  simp only [Function.comp_apply]
  linarith

end

end InelasticTunnellingLineShape
```

```lean
#print axioms InelasticTunnellingLineShape.second_deriv_thermalFactor
#print axioms InelasticTunnellingLineShape.second_deriv_inelasticCurrent
#print axioms InelasticTunnellingLineShape.thermalSlope_limits
```

```
'InelasticTunnellingLineShape.second_deriv_thermalFactor' depends on axioms: [propext, Classical.choice, Quot.sound]
'InelasticTunnellingLineShape.second_deriv_inelasticCurrent' depends on axioms: [propext, Classical.choice, Quot.sound]
'InelasticTunnellingLineShape.thermalSlope_limits' depends on axioms: [propext, Classical.choice, Quot.sound]
```
